# Slater's half-occupation orbital energy equals $E(1)-E(0)$ in a quadratic model of orbital relaxation

## The model energy and its conventions

One active level carries a real occupation $n$. The rest of the system responds through real amplitudes $x_i$, indexed by a finite set $\iota$ and collected in a vector $x$; they stand for small rotations of the other orbitals away from a reference state at $x=0$. The dot product $u\cdot w=\sum_i u_iw_i$ is written `⬝ᵥ` in Lean, and the product of a matrix with a vector is `*ᵥ`. The index set may be empty, in which case nothing relaxes.

```lean
import Mathlib

open Matrix

namespace SlaterTransitionState

noncomputable section

variable {ι : Type*} [Fintype ι] [DecidableEq ι]
```

The total energy is postulated to be

$$\mathcal E(n,x)=a\,n+n\,v\cdot x+\tfrac12\,x\cdot Ax .$$

The number $a$ is the energy per unit occupation when the orbitals are frozen at the reference. The vector $v$ couples the occupation to the amplitudes: at occupation $n$ the reference feels the force $-nv$. The matrix $A$ is the second derivative of the energy with respect to the amplitudes, the orbital Hessian, taken to be the same at every occupation. The zero of energy is $\mathcal E(0,0)=0$.

The force vanishes at $n=0$, so the reference orbitals are those of the $n=0$ state. If $n$ counts electrons in a core level, the reference is the ion and $E(1)-E(0)$ below is minus the binding energy. If $n$ counts holes, the reference is the neutral ground state, $a$ is the frozen-orbital binding energy, and $E(1)-E(0)$ is the binding energy itself. The theorems hold for every real $a$ and do not distinguish the two readings; $n$ is not restricted to $[0,1]$.

```lean
/-- Model total energy `a n + n v·x + x·Ax/2` at occupation `n` of the active level and
orbital relaxation amplitudes `x`. -/
def energy (a : ℝ) (v : ι → ℝ) (A : Matrix ι ι ℝ) (n : ℝ) (x : ι → ℝ) : ℝ :=
  a * n + n * (v ⬝ᵥ x) + x ⬝ᵥ A *ᵥ x / 2
```

The relaxed energy is $E(n)=\inf_x\mathcal E(n,x)$. In Lean, `Set.range (energy a v A n)` is the set of values taken as $x$ runs over all amplitude vectors, and `sInf` is its infimum. For a set unbounded below `sInf` returns $0$, so the definition has physical content only if the energy is bounded below. The theorem `relaxedEnergy_eq` shows this, and also that the minimum is attained.

```lean
/-- Relaxed energy `E(n)`: the infimum of the model energy over all amplitudes at
occupation `n`. -/
def relaxedEnergy (a : ℝ) (v : ι → ℝ) (A : Matrix ι ι ℝ) (n : ℝ) : ℝ :=
  sInf (Set.range (energy a v A n))
```

Amplitudes $y$ are called relaxed at occupation $n$ if $\mathcal E(n,y)\le\mathcal E(n,x)$ for all $x$. This global minimum is the model's version of self-consistency at fixed fractional occupation. The definition contains no formula for $y$.

```lean
/-- The amplitudes `y` are relaxed at occupation `n` if they minimize the model energy
there. -/
def IsRelaxed (a : ℝ) (v : ι → ℝ) (A : Matrix ι ι ℝ) (n : ℝ) (y : ι → ℝ) : Prop :=
  ∀ x, energy a v A n y ≤ energy a v A n x
```

At fixed $x$ the energy is linear in $n$, with coefficient

$$\varepsilon(x)=\frac{\partial\mathcal E}{\partial n}=a+v\cdot x .$$

This is the orbital energy of the active level. It is defined as a coefficient and not as an eigenvalue of a Fock or Kohn–Sham operator; when $n$ counts holes it corresponds to minus the level's energy.

```lean
/-- Orbital energy `a + v·x` of the active level: the coefficient of `n` in the model
energy at fixed amplitudes `x`. -/
def orbitalEnergy (a : ℝ) (v x : ι → ℝ) : ℝ :=
  a + v ⬝ᵥ x
```

The relaxation energy is $R=\tfrac12\,v\cdot A^{-1}v$, of second order in the coupling $v$.

```lean
/-- Second-order relaxation energy `R = v·A⁻¹v/2`. -/
def relaxation (v : ι → ℝ) (A : Matrix ι ι ℝ) : ℝ :=
  v ⬝ᵥ A⁻¹ *ᵥ v / 2
```

## Completing the square

Every theorem assumes `A.PosDef`, which for a real matrix says that $A^{\mathsf T}=A$ and $d\cdot Ad>0$ for every $d\ne0$. Symmetry is the usual property of a Hessian, and positivity says that the reference is stable against every orbital rotation in the model. Stability is assumed, not derived from a Hamiltonian.

Such an $A$ is invertible. Put $u=A^{-1}v$, so that $Au=v$ and $R=\tfrac12\,v\cdot u$, and shift the amplitudes to $d=x+nu$. Then

$$d\cdot Ad=x\cdot Ax+n\,x\cdot Au+n\,u\cdot Ax+n^2\,u\cdot Au .$$

The first cross term contains $x\cdot Au=v\cdot x$. The second contains $u\cdot Ax=(A^{\mathsf T}u)\cdot x=(Au)\cdot x=v\cdot x$, which uses symmetry. The last is $u\cdot Au=u\cdot v=2R$. Hence $\tfrac12\,d\cdot Ad=\tfrac12\,x\cdot Ax+n\,v\cdot x+n^2R$, and

$$\mathcal E(n,x)=a\,n-n^2R+\tfrac12\,d\cdot Ad .$$

In the proof, `hu` is $A(A^{-1}v)=v$ and `hT` is $A^{\mathsf T}=A$. The `generalize` step names the vector $u$ and keeps only $Au=v$, as in the calculation above. The second cross term is `h1`; `simp only` expands the product $d\cdot Ad$, and `ring` collects the scalars.

```lean
variable {A : Matrix ι ι ℝ}

/-- Completing the square: the model energy is `a n - n² R + d·Ad/2` with
`d = x + n A⁻¹v`. -/
theorem energy_complete_square (hA : A.PosDef) (a : ℝ) (v : ι → ℝ) (n : ℝ) (x : ι → ℝ) :
    energy a v A n x = a * n - n ^ 2 * relaxation v A
      + (x + n • A⁻¹ *ᵥ v) ⬝ᵥ A *ᵥ (x + n • A⁻¹ *ᵥ v) / 2 := by
  have hdet : IsUnit A.det := (Matrix.isUnit_iff_isUnit_det A).mp hA.isUnit
  have hu : A *ᵥ (A⁻¹ *ᵥ v) = v := by
    rw [Matrix.mulVec_mulVec, Matrix.mul_nonsing_inv A hdet, Matrix.one_mulVec]
  have hT : Aᵀ = A := by
    have h : Aᴴ = A := hA.isHermitian
    rwa [Matrix.conjTranspose_eq_transpose_of_trivial] at h
  unfold energy relaxation
  generalize A⁻¹ *ᵥ v = u at hu ⊢
  -- symmetry of `A` makes the two cross terms equal
  have h1 : u ⬝ᵥ A *ᵥ x = v ⬝ᵥ x := by
    rw [Matrix.dotProduct_mulVec, ← Matrix.mulVec_transpose, hT, hu]
  have h2 : x ⬝ᵥ v = v ⬝ᵥ x := dotProduct_comm _ _
  have h3 : u ⬝ᵥ v = v ⬝ᵥ u := dotProduct_comm _ _
  simp only [Matrix.mulVec_add, Matrix.mulVec_smul, hu, add_dotProduct, dotProduct_add,
    smul_dotProduct, dotProduct_smul, smul_eq_mul, h1, h2, h3]
  ring
```

## The relaxed amplitudes

Only the last term depends on $x$. It is zero at $d=0$ and strictly positive elsewhere, so $y$ is relaxed at occupation $n$ exactly when $y=-nu=-nA^{-1}v$. The amplitudes respond linearly to the occupation, and for each $n$ there is exactly one relaxed $y$.

The forward direction argues by contradiction. If $y+nu\neq0$, comparing $y$ with the trial vector $-nu$ gives `h1`, which after both energies are put in completed-square form reads $\tfrac12\,d\cdot Ad\le0$ for $d=y+nu$, against `hpos`. The reverse direction compares $-nu$ with an arbitrary $x$ and splits on whether $x+nu$ vanishes: the energies are equal in the first case and strictly ordered in the second.

```lean
/-- The amplitudes `y` are relaxed at occupation `n` exactly when `y = -n A⁻¹v`. -/
theorem isRelaxed_iff (hA : A.PosDef) (a : ℝ) (v : ι → ℝ) (n : ℝ) (y : ι → ℝ) :
    IsRelaxed a v A n y ↔ y = -(n • A⁻¹ *ᵥ v) := by
  have hpos : ∀ d : ι → ℝ, d ≠ 0 → 0 < d ⬝ᵥ A *ᵥ d := fun d hd => by
    simpa using hA.dotProduct_mulVec_pos hd
  constructor
  · intro h
    by_contra hne
    have hd : y + n • A⁻¹ *ᵥ v ≠ 0 := fun h0 => hne (eq_neg_of_add_eq_zero_left h0)
    have h1 := h (-(n • A⁻¹ *ᵥ v))
    rw [energy_complete_square hA, energy_complete_square hA, neg_add_cancel,
      zero_dotProduct] at h1
    have h2 := hpos _ hd
    linarith
  · rintro rfl x
    rw [energy_complete_square hA, energy_complete_square hA, neg_add_cancel,
      zero_dotProduct]
    by_cases hd : x + n • A⁻¹ *ᵥ v = 0
    · rw [hd, zero_dotProduct]
    · have h2 := hpos _ hd
      linarith
```

## The relaxed energy is a parabola

Inserting $d=0$,

$$E(n)=\min_x\mathcal E(n,x)=a\,n-n^2R .$$

The theorem has two parts. `IsLeast` says that $E(n)$ is one of the values $\mathcal E(n,x)$ and that no value lies below it. The second part is the closed form. The proof shows in `hl` that the energy at $-nu$ is the least element of the range, identifies the infimum with it through `hl.csInf_eq`, and evaluates it by the completed square.

```lean
/-- The relaxed energy is the attained minimum of the model energy over the amplitudes,
and equals `a n - n² R`. -/
theorem relaxedEnergy_eq (hA : A.PosDef) (a : ℝ) (v : ι → ℝ) (n : ℝ) :
    IsLeast (Set.range (energy a v A n)) (relaxedEnergy a v A n) ∧
      relaxedEnergy a v A n = a * n - n ^ 2 * relaxation v A := by
  have hmin := (isRelaxed_iff hA a v n _).mpr rfl
  have hl : IsLeast (Set.range (energy a v A n)) (energy a v A n (-(n • A⁻¹ *ᵥ v))) :=
    ⟨⟨_, rfl⟩, by
      rintro _ ⟨x, rfl⟩
      exact hmin x⟩
  have he : relaxedEnergy a v A n = energy a v A n (-(n • A⁻¹ *ᵥ v)) := hl.csInf_eq
  refine ⟨by rw [he]; exact hl, ?_⟩
  rw [he, energy_complete_square hA, neg_add_cancel, zero_dotProduct]
  ring
```

The orbital energy at relaxed amplitudes follows by substitution:

$$\varepsilon(y)=a+v\cdot(-nu)=a-n\,v\cdot u=a-2nR .$$

The proof replaces $y$ by $-nu$ using `isRelaxed_iff` and pulls the sign and the factor $n$ out of the dot product.

```lean
/-- The orbital energy at amplitudes relaxed at occupation `n` is `a - 2 n R`. -/
theorem orbitalEnergy_relaxed (hA : A.PosDef) {a : ℝ} {v : ι → ℝ} {n : ℝ} {y : ι → ℝ}
    (hy : IsRelaxed a v A n y) : orbitalEnergy a v y = a - 2 * n * relaxation v A := by
  rw [(isRelaxed_iff hA a v n y).mp hy]
  simp only [orbitalEnergy, relaxation, dotProduct_neg, dotProduct_smul, smul_eq_mul]
  ring
```

## The slope is the orbital energy

Differentiating the parabola gives $dE/dn=a-2nR$, which is $\varepsilon(y)$ for $y$ relaxed at $n$. The statement `HasDerivAt (relaxedEnergy a v A) (orbitalEnergy a v y) n` says that $E$ is differentiable at $n$ with that derivative. The theorem is called `janak` after the density-functional identity between $\partial E/\partial n_i$, the derivative with respect to the occupation $n_i$ of orbital $i$, and the Kohn–Sham eigenvalue of that orbital. What is proved is its analogue for this quadratic energy, in which no functional and no eigenvalue problem appear.

The proof rewrites $E$ as the function $m\mapsto am-m\,m\,R$ in `hE`, differentiates it by the constant-multiple, product and difference rules, and lets `ring` match $a-(n+n)R$ with $a-2nR$.

```lean
/-- The derivative of the relaxed energy with respect to the occupation is the orbital energy at the
relaxed amplitudes. -/
theorem janak (hA : A.PosDef) {a : ℝ} {v : ι → ℝ} {n : ℝ} {y : ι → ℝ}
    (hy : IsRelaxed a v A n y) :
    HasDerivAt (relaxedEnergy a v A) (orbitalEnergy a v y) n := by
  have hE : relaxedEnergy a v A = fun m => a * m - m * m * relaxation v A := by
    funext m
    rw [(relaxedEnergy_eq hA a v m).2]
    ring
  rw [hE, orbitalEnergy_relaxed hA hy]
  exact (((hasDerivAt_id' n).const_mul a).fun_sub
    (((hasDerivAt_id' n).fun_mul (hasDerivAt_id' n)).mul_const
      (relaxation v A))).congr_deriv (by ring)
```

## Chord and midpoint slope

For any two occupations $n_0$ and $n_1$,

$$E(n_1)-E(n_0)=a(n_1-n_0)-(n_1^2-n_0^2)R=(n_1-n_0)\bigl[a-(n_0+n_1)R\bigr].$$

The bracket is $a-2\bar nR$ with $\bar n=(n_0+n_1)/2$, the orbital energy at amplitudes relaxed at the mean occupation. For a parabola the chord has the slope of the tangent at the midpoint. No ordering of $n_0$ and $n_1$ is required, and for $n_0=n_1$ both sides vanish. The proof inserts the closed forms for $E(n_1)$, $E(n_0)$ and $\varepsilon(y)$ and ends with `ring`; it does not pass through the derivative.

```lean
/-- For any two occupations, the relaxed energy difference is the occupation change times
the orbital energy at amplitudes relaxed at the mean occupation. -/
theorem midpoint_rule (hA : A.PosDef) {a : ℝ} {v : ι → ℝ} {n₀ n₁ : ℝ} {y : ι → ℝ}
    (hy : IsRelaxed a v A ((n₀ + n₁) / 2) y) :
    relaxedEnergy a v A n₁ - relaxedEnergy a v A n₀ = (n₁ - n₀) * orbitalEnergy a v y := by
  -- a quadratic in `n`: the chord slope is the slope at the midpoint
  rw [(relaxedEnergy_eq hA a v n₁).2, (relaxedEnergy_eq hA a v n₀).2,
    orbitalEnergy_relaxed hA hy]
  ring
```

## The transition state at $n=\tfrac12$

Taking $n_0=0$ and $n_1=1$, with $y$ relaxed at $n=\tfrac12$,

$$E(1)-E(0)=a+v\cdot y=a-\tfrac12\,v\cdot A^{-1}v .$$

In words: for every finite index set, every real symmetric positive definite $A$, every real $a$, every vector $v$ and every $y$ that minimises the model energy at half occupation, the difference of the two separately relaxed energies equals the orbital energy at $y$, and that orbital energy equals the frozen value $a$ lowered by $R$. The coupling may be zero. By `isRelaxed_iff` the hypothesis `hy` is met by $y=-\tfrac12A^{-1}v$ and by no other vector.

In this model with one active level, finitely many amplitudes and an energy that stops at second order, a single half-occupation calculation therefore reproduces the difference of two total energies, which is what a ΔSCF calculation of a core-level binding energy evaluates, with the whole relaxation $R$ included. The model has no terms cubic or higher in $(n,x)$, in particular no dependence of $A$ on $n$, and the theorem gives no bound on the error of the method when such terms are present. It also omits an $n^2$ term at frozen orbitals. Such a term would keep $E(n)$ a parabola and the midpoint slope exact, but that case is not among the theorems here. Collapse of a core hole is excluded by assumption, through the positive definite, occupation-independent $A$. A real core-hole state is not a minimum against rotations that refill the hole, so the core-level readings presuppose that such rotations are left out of $x$.

The proof restates $\tfrac12$ as $(0+1)/2$ in `hy'`, obtains `h1` from `midpoint_rule` and `h2` from `orbitalEnergy_relaxed`, unfolds the definitions and closes both equalities by linear arithmetic.

```lean
/-- Slater transition state: with `y` relaxed at half occupation,
`E(1) - E(0) = a + v·y = a - v·A⁻¹v/2`. -/
theorem slater_transition_state (hA : A.PosDef) {a : ℝ} {v y : ι → ℝ}
    (hy : IsRelaxed a v A (1 / 2) y) :
    relaxedEnergy a v A 1 - relaxedEnergy a v A 0 = a + v ⬝ᵥ y ∧
      a + v ⬝ᵥ y = a - v ⬝ᵥ A⁻¹ *ᵥ v / 2 := by
  have hy' : IsRelaxed a v A ((0 + 1) / 2) y := by rwa [zero_add]
  have h1 := midpoint_rule hA hy'
  have h2 := orbitalEnergy_relaxed hA hy
  unfold orbitalEnergy at h1 h2
  unfold relaxation at h2
  exact ⟨by linarith, by linarith⟩
```

## Nonzero coupling singles out one half

The remaining theorems add `hv : v ≠ 0`, meaning that a change of occupation exerts a force on at least one amplitude; this requires $\iota$ to be nonempty. From $Au=v\ne0$ follows $u\neq0$, and then

$$2R=v\cdot u=u\cdot Au>0 .$$

In the proof `hu0` is $u\ne0$, obtained because $u=0$ would give $v=A0=0$, and `h` is the positivity of $u\cdot Au$, rewritten as $v\cdot u>0$.

```lean
/-- The relaxation energy is strictly positive when the coupling `v` is nonzero. -/
theorem relaxation_pos (hA : A.PosDef) {v : ι → ℝ} (hv : v ≠ 0) : 0 < relaxation v A := by
  have hdet : IsUnit A.det := (Matrix.isUnit_iff_isUnit_det A).mp hA.isUnit
  have hu : A *ᵥ (A⁻¹ *ᵥ v) = v := by
    rw [Matrix.mulVec_mulVec, Matrix.mul_nonsing_inv A hdet, Matrix.one_mulVec]
  unfold relaxation
  generalize A⁻¹ *ᵥ v = u at hu ⊢
  -- with `Au = v`, `R = u·Au/2` and `u ≠ 0`
  have hu0 : u ≠ 0 := by
    intro h0
    rw [h0, Matrix.mulVec_zero] at hu
    exact hv hu.symm
  have h : 0 < u ⬝ᵥ A *ᵥ u := by simpa using hA.dotProduct_mulVec_pos hu0
  rw [hu, dotProduct_comm] at h
  linarith
```

Let $y$ be relaxed at an arbitrary $n$. The equation $\varepsilon(y)=E(1)-E(0)$ reads $a-2nR=a-R$, that is $(n-\tfrac12)R=0$. Since $R>0$, it holds if and only if $n=\tfrac12$. The product form is `h0`, and `mul_eq_zero` splits it into $n=\tfrac12$ and $R=0$, of which the second contradicts `hR`.

```lean
/-- For nonzero coupling, the orbital energy at amplitudes relaxed at occupation `n` equals
`E(1) - E(0)` if and only if `n = 1/2`. -/
theorem half_occupation_unique (hA : A.PosDef) {a : ℝ} {v : ι → ℝ} (hv : v ≠ 0) {n : ℝ}
    {y : ι → ℝ} (hy : IsRelaxed a v A n y) :
    orbitalEnergy a v y = relaxedEnergy a v A 1 - relaxedEnergy a v A 0 ↔ n = 1 / 2 := by
  have hR := relaxation_pos hA hv
  rw [(relaxedEnergy_eq hA a v 1).2, (relaxedEnergy_eq hA a v 0).2,
    orbitalEnergy_relaxed hA hy]
  constructor
  · intro h
    have h0 : (n - 1 / 2) * relaxation v A = 0 := by linarith
    rcases mul_eq_zero.mp h0 with h1 | h1
    · linarith
    · exact absurd h1 hR.ne'
  · rintro rfl
    ring
```

At the integer occupations, with $y_0$ relaxed at $n=0$ and $y_1$ relaxed at $n=1$, the orbital energies are $\varepsilon(y_0)=a$ and $\varepsilon(y_1)=a-2R$, while $E(1)-E(0)=a-R$. Therefore

$$\varepsilon(y_0)=E(1)-E(0)+R,\qquad \varepsilon(y_1)=E(1)-E(0)-R,$$

and $\varepsilon(y_1)<E(1)-E(0)<\varepsilon(y_0)$. When $n$ counts holes, the first equation says that the frozen-orbital value $a$ exceeds the model's binding energy by $R$. This order depends on the absence of an $n^2$ term at frozen orbitals: if $c\,n^2$ is added to $\mathcal E$, the two differences become $\pm(R-c)$, and for $c>R$ the order is reversed. That case is not covered by the theorem. After the closed forms are inserted, `ring` gives the two equalities and `linarith` with $R>0$ the two inequalities.

```lean
/-- For nonzero coupling, the orbital energies relaxed at occupations `0` and `1` differ from
`E(1) - E(0)` by `+R` and `-R`, and lie strictly above and below it. -/
theorem endpoint_errors (hA : A.PosDef) {a : ℝ} {v : ι → ℝ} (hv : v ≠ 0) {y₀ y₁ : ι → ℝ}
    (h₀ : IsRelaxed a v A 0 y₀) (h₁ : IsRelaxed a v A 1 y₁) :
    orbitalEnergy a v y₀ = relaxedEnergy a v A 1 - relaxedEnergy a v A 0 + relaxation v A ∧
    orbitalEnergy a v y₁ = relaxedEnergy a v A 1 - relaxedEnergy a v A 0 - relaxation v A ∧
    orbitalEnergy a v y₁ < relaxedEnergy a v A 1 - relaxedEnergy a v A 0 ∧
    relaxedEnergy a v A 1 - relaxedEnergy a v A 0 < orbitalEnergy a v y₀ := by
  have hR := relaxation_pos hA hv
  rw [(relaxedEnergy_eq hA a v 1).2, (relaxedEnergy_eq hA a v 0).2,
    orbitalEnergy_relaxed hA h₀, orbitalEnergy_relaxed hA h₁]
  exact ⟨by ring, by ring, by linarith, by linarith⟩

end

end SlaterTransitionState
```

```lean
#print axioms SlaterTransitionState.orbitalEnergy_relaxed
-- 'SlaterTransitionState.orbitalEnergy_relaxed' depends on axioms: [propext, Classical.choice, Quot.sound]
#print axioms SlaterTransitionState.slater_transition_state
-- 'SlaterTransitionState.slater_transition_state' depends on axioms: [propext, Classical.choice, Quot.sound]
#print axioms SlaterTransitionState.half_occupation_unique
-- 'SlaterTransitionState.half_occupation_unique' depends on axioms: [propext, Classical.choice, Quot.sound]
#print axioms SlaterTransitionState.endpoint_errors
-- 'SlaterTransitionState.endpoint_errors' depends on axioms: [propext, Classical.choice, Quot.sound]
```

## Two amplitudes with $R=3$

The numbers here and in the non-symmetric case below are ordinary arithmetic, not statements of the Lean code. They are chosen for easy checking and illustrate the algebra only: amplitudes of order one are not small rotations. Take

$$a=10,\qquad v=(3,0),\qquad A=\begin{pmatrix}2&1\\1&2\end{pmatrix},\qquad A^{-1}=\frac13\begin{pmatrix}2&-1\\-1&2\end{pmatrix}.$$

The matrix is symmetric with eigenvalues $1$ and $3$. Then $u=A^{-1}v=(2,-1)$, $v\cdot u=6$, $R=3$ and $E(n)=10n-3n^2$, so $E(1)-E(0)=7$. At half occupation $y=-\tfrac12u=(-1,\tfrac12)$ and $v\cdot y=-3$, so $\varepsilon(y)=10-3=7$. As a check on the parabola, $Ay=(-\tfrac32,0)$ and $y\cdot Ay=\tfrac32$, so $\mathcal E(\tfrac12,y)=5-\tfrac32+\tfrac34=\tfrac{17}4$, which is $10\cdot\tfrac12-3\cdot\tfrac14$. At the ends, $y_0=(0,0)$ gives $\varepsilon=10=7+3$ and $y_1=(-2,1)$ gives $\varepsilon=10-6=4=7-3$. The second amplitude relaxes although $v$ has no component along it, through the off-diagonal element of $A$.

## A non-symmetric $A$ with a positive quadratic form

Keep $d\cdot Ad>0$ for $d\neq0$ but give up symmetry:

$$v=(1,0),\qquad A=\begin{pmatrix}1&1\\-1&1\end{pmatrix},\qquad A^{-1}=\frac12\begin{pmatrix}1&-1\\1&1\end{pmatrix}.$$

The off-diagonal entries cancel in the quadratic form, $x\cdot Ax=x\cdot x$, so

$$\mathcal E(n,x)=an+n\,v\cdot x+\tfrac12\,x\cdot x=an-\tfrac12n^2+\tfrac12\,(x+nv)\cdot(x+nv).$$

The minimum lies at $x=-nv=(-n,0)$, whereas $-nA^{-1}v=(-\tfrac n2,-\tfrac n2)$, so the conclusion of `isRelaxed_iff` is false for $n\ne0$. The relaxed energy is $E(n)=an-\tfrac12n^2$. With $y=(-\tfrac12,0)$ the first equality of the transition-state theorem survives, since $E(1)-E(0)=a-\tfrac12=a+v\cdot y$. The second fails, because $\tfrac12\,v\cdot A^{-1}v=\tfrac14$ and $a-\tfrac14\ne a-\tfrac12$. In the proof of `energy_complete_square` the symmetry statement `hT` is now false, and `h1`, which uses it, fails too: with $u=A^{-1}v=(\tfrac12,\tfrac12)$ one has $A^{\mathsf T}u=(0,1)\neq v$, and the two cross terms are no longer equal.
